# The derivative of the Hubbard energy with moving orbitals and a moving overlap operator

In an ultrasoft or PAW calculation, the Hubbard occupations can be defined through the projections $\langle\varphi_m,S\psi_i\rangle$ of the electronic states on local orbitals. With this definition, the Hubbard contribution to an atomic force contains the derivative of these projections. When an atom moves, its orbitals $\varphi_m$ move, and so does the overlap operator $S$, which contains projectors centred on the atoms. Both changes enter the derivative. The formula below gives it for fixed states $\psi_i$ and fixed weights $f_i$, so the response of the states is a separate matter.

## Projections, occupations and energy

Let $H$ be a complex inner-product space of any dimension. The local orbitals are indexed by a finite set `ι` and the states by a finite set `κ`.

```lean
import Mathlib

open Matrix ComplexConjugate

namespace HubbardOverlapForce

noncomputable section

variable {H ι κ : Type*} [NormedAddCommGroup H] [InnerProductSpace ℂ H]
  [Fintype ι] [Fintype κ]
```

The generalized projections are
$$a_{mi}=\langle\varphi_m,S\psi_i\rangle ,$$
with the inner product conjugate-linear in its first argument. In Lean, `S` is any linear map on $H$. Neither Hermiticity nor positivity is assumed, although a physical overlap operator has both.

```lean
/-- The generalized projections `⟨φ_m, S ψ_i⟩` of the states `ψ_i` on the local
orbitals `φ_m`, with overlap operator `S`. -/
def proj (φ : ι → H) (S : H →ₗ[ℂ] H) (ψ : κ → H) : Matrix ι κ ℂ :=
  Matrix.of fun m i => inner ℂ (φ m) (S (ψ i))
```

The occupation matrix is
$$n_{mm'}=\sum_i f_i\,a_{mi}\,\overline{a_{m'i}} .$$
The definition allows two different sets of projections, because the derivative of $n$ needs a product of $a'$ with $a$. The weights are arbitrary real numbers; physically they are the occupations of the states.

```lean
/-- The weighted product `∑ i, f_i A_{mi} conj(B_{m'i})` of two sets of projections.
For `A = B` it is the occupation matrix of the local orbitals. -/
def weighted (f : κ → ℝ) (A B : Matrix ι κ ℂ) : Matrix ι ι ℂ :=
  Matrix.of fun m m' => ∑ i, (f i : ℂ) * A m i * star (B m' i)
```

The energy is
$$E=\frac U2\,\mathrm{Re}\,\mathrm{tr}(n-n^2).$$
The constant $U$ stands for the effective on-site repulsion. For $U>0$ and occupation eigenvalues between 0 and 1, the energy penalises fractional occupation. The expression describes one spin channel and one site, and $U$ does not depend on the geometry.

```lean
/-- The simplified rotationally invariant Hubbard correction `(U/2) Re tr(n - n²)`, for one site and
one spin channel. -/
def hubbardEnergy (U : ℝ) (n : Matrix ι ι ℂ) : ℝ :=
  U / 2 * (Matrix.trace (n - n * n)).re
```

## Two contributions to the change of a projection

Let $\varphi_m$ and $S$ depend on a real parameter $t$, for example a nuclear coordinate, and let a prime denote the derivative at $t$, except in the index $m'$, which is just a second orbital label. The product rule gives
$$a'_{mi}=\langle\varphi'_m,S\psi_i\rangle+\langle\varphi_m,S'\psi_i\rangle .$$
The hypothesis `hφ` says that each orbital is differentiable at $t$. The hypothesis `hS` asks only that $S\psi_i$ be differentiable for each state that occurs, with derivative $S'\psi_i$ for a linear map $S'$. The proof applies Mathlib's product rule for inner products and reorders the two terms.

```lean
omit [Fintype ι] [Fintype κ] in
/-- For fixed states, if each `φ_m` has derivative `φ'_m` and each `S ψ_i` has derivative `S' ψ_i`
at `t`, then the projection `⟨φ_m, S ψ_i⟩` has derivative `⟨φ'_m, S ψ_i⟩ + ⟨φ_m, S' ψ_i⟩`. -/
theorem proj_hasDerivAt {φ : ℝ → ι → H} {φ' : ι → H} {S : ℝ → H →ₗ[ℂ] H}
    {S' : H →ₗ[ℂ] H} {ψ : κ → H} {t : ℝ}
    (hφ : ∀ m, HasDerivAt (fun s => φ s m) (φ' m) t)
    (hS : ∀ i, HasDerivAt (fun s => S s (ψ i)) (S' (ψ i)) t) (m : ι) (i : κ) :
    HasDerivAt (fun s => proj (φ s) (S s) ψ m i)
      ((proj φ' (S t) ψ + proj (φ t) S' ψ) m i) t := by
  refine ((hφ m).inner ℂ (hS i)).congr_deriv ?_
  simp only [proj, Matrix.add_apply, Matrix.of_apply]
  ring
```

## The change of the occupation matrix

Since the weights are real,
$$\overline{n_{m'm}}=\sum_i f_i\,\overline{a_{m'i}}\,a_{mi}=n_{mm'},$$
so $n$ is Hermitian. Lean compares the two sums term by term.

```lean
omit [Fintype ι] in
/-- The occupation matrix built with real weights is Hermitian. -/
theorem occupation_isHermitian (f : κ → ℝ) (A : Matrix ι κ ℂ) :
    (weighted f A A).IsHermitian := by
  refine Matrix.IsHermitian.ext fun m m' => ?_
  simp only [weighted, Matrix.of_apply, star_sum]
  refine Finset.sum_congr rfl fun i _ => ?_
  simp only [star_mul', Complex.star_def, Complex.conj_ofReal, Complex.conj_conj]
  ring
```

Set $D_{mm'}=\sum_i f_i\,a'_{mi}\,\overline{a_{m'i}}$. Differentiating each product in $n$ gives
$$n'_{mm'}=\sum_i f_i\left(a'_{mi}\overline{a_{m'i}}+a_{mi}\overline{a'_{m'i}}\right)=D_{mm'}+\overline{D_{m'm}},$$
that is, $n'=D+D^\dagger$. In the code `h` is the product rule under the sum, and the remaining lines identify the second term with the adjoint.

```lean
omit [Fintype ι] in
/-- The derivative of the occupation matrix at fixed weights is `D + D†`, where `D`
contains the derivative of the projections in its first factor. -/
theorem occupation_hasDerivAt (f : κ → ℝ) {A : ℝ → Matrix ι κ ℂ} {A' : Matrix ι κ ℂ}
    {t : ℝ} (hA : ∀ m i, HasDerivAt (fun s => A s m i) (A' m i) t) (m m' : ι) :
    HasDerivAt (fun s => weighted f (A s) (A s) m m')
      ((weighted f A' (A t) + (weighted f A' (A t))ᴴ) m m') t := by
  have h := HasDerivAt.fun_sum (u := Finset.univ) fun i _ =>
    ((hA m i).const_mul (f i : ℂ)).fun_mul (hA m' i).star
  refine h.congr_deriv ?_
  simp only [weighted, Matrix.add_apply, Matrix.conjTranspose_apply, Matrix.of_apply,
    star_sum, ← Finset.sum_add_distrib]
  refine Finset.sum_congr rfl fun i _ => ?_
  simp only [star_mul', Complex.star_def, Complex.conj_ofReal, Complex.conj_conj]
  ring
```

## From occupations to energy

For a matrix $n(t)$ with derivative $N$, the derivative of $n^2$ is $Nn+nN$, because the matrices need not commute. Under the trace the two orders agree:
$$\mathrm{tr}(N-Nn-nN)=\mathrm{tr}\big((1-2n)N\big),\qquad E'=\frac U2\,\mathrm{Re}\,\mathrm{tr}\big((1-2n)N\big).$$
The steps `h0` and `h1` are the product rule, first in entries and then in matrix form. Step `h2` takes the real part, and `h3` uses the cyclic property of the trace.

```lean
/-- If the occupation matrix `n` has derivative `N`, the Hubbard energy has derivative
`(U/2) Re tr((1 - 2n) N)`. -/
theorem hubbardEnergy_hasDerivAt [DecidableEq ι] (U : ℝ) {n : ℝ → Matrix ι ι ℂ}
    {N : Matrix ι ι ℂ} {t : ℝ}
    (hn : ∀ m m', HasDerivAt (fun s => n s m m') (N m m') t) :
    HasDerivAt (fun s => hubbardEnergy U (n s))
      (U / 2 * (Matrix.trace ((1 - (2 : ℂ) • n t) * N)).re) t := by
  -- product rule, entry by entry
  have h0 := HasDerivAt.fun_sum (u := Finset.univ) fun m _ =>
    (hn m m).fun_sub (HasDerivAt.fun_sum (u := Finset.univ) fun k _ =>
      (hn m k).fun_mul (hn k m))
  have h1 : HasDerivAt (fun s => Matrix.trace (n s - n s * n s))
      (Matrix.trace (N - (N * n t + n t * N))) t := by
    simp only [Matrix.trace, Matrix.diag_apply, Matrix.sub_apply, Matrix.add_apply,
      Matrix.mul_apply, ← Finset.sum_add_distrib]
    exact h0
  have h2 : HasDerivAt (fun s => (Matrix.trace (n s - n s * n s)).re)
      (Matrix.trace (N - (N * n t + n t * N))).re t :=
    Complex.reCLM.hasFDerivAt.comp_hasDerivAt t h1
  -- the two orders of the product have the same trace
  have h3 : Matrix.trace (N - (N * n t + n t * N))
      = Matrix.trace ((1 - (2 : ℂ) • n t) * N) := by
    rw [Matrix.sub_mul, Matrix.one_mul, Matrix.smul_mul, Matrix.trace_sub,
      Matrix.trace_sub, Matrix.trace_add, Matrix.trace_smul, Matrix.trace_mul_comm N (n t),
      smul_eq_mul]
    ring
  rw [h3] at h2
  exact h2.const_mul (U / 2)
```

With $N=D+D^\dagger$, the two halves contribute equally. For Hermitian $P$,
$$\mathrm{tr}(PD^\dagger)=\mathrm{tr}\big((DP)^\dagger\big)=\overline{\mathrm{tr}(DP)}=\overline{\mathrm{tr}(PD)},$$
and therefore $\mathrm{Re}\,\mathrm{tr}\big(P(D+D^\dagger)\big)=2\,\mathrm{Re}\,\mathrm{tr}(PD)$.

```lean
/-- Against a Hermitian matrix `P`, a matrix `D` and its adjoint have the same real
trace. -/
theorem re_trace_add_adjoint {P : Matrix ι ι ℂ} (hP : P.IsHermitian) (D : Matrix ι ι ℂ) :
    (Matrix.trace (P * (D + Dᴴ))).re = 2 * (Matrix.trace (P * D)).re := by
  have h : Matrix.trace (P * Dᴴ) = star (Matrix.trace (P * D)) := by
    rw [← Matrix.trace_conjTranspose, Matrix.conjTranspose_mul, hP.eq, Matrix.trace_mul_comm]
  rw [Matrix.mul_add, Matrix.trace_add, h, Complex.add_re, Complex.star_def, Complex.conj_re]
  ring
```

Taking $P=1-2n$, which is Hermitian because $n$ is, cancels the factor $\tfrac12$:
$$E'=U\,\mathrm{Re}\,\mathrm{tr}\big((1-2n)D\big).$$
The theorem `hubbard_force` states this with $n$ and $D$ written out through `weighted` and `proj`. Despite its name it gives the derivative of the energy; if $t$ is a nuclear coordinate, the corresponding force contribution has the opposite sign. The proof establishes `hP`, the Hermiticity of $1-2n$, and then chains the preceding lemmas.

```lean
/-- Derivative of the Hubbard energy for fixed states and weights, when the local orbitals
and the overlap operator are differentiable: `U Re tr((1 - 2n) D)`, where `D` contains both
`⟨φ', S ψ⟩` and `⟨φ, S' ψ⟩`. -/
theorem hubbard_force [DecidableEq ι] (U : ℝ) (f : κ → ℝ) {φ : ℝ → ι → H} {φ' : ι → H}
    {S : ℝ → H →ₗ[ℂ] H} {S' : H →ₗ[ℂ] H} {ψ : κ → H} {t : ℝ}
    (hφ : ∀ m, HasDerivAt (fun s => φ s m) (φ' m) t)
    (hS : ∀ i, HasDerivAt (fun s => S s (ψ i)) (S' (ψ i)) t) :
    HasDerivAt
      (fun s => hubbardEnergy U (weighted f (proj (φ s) (S s) ψ) (proj (φ s) (S s) ψ)))
      (U * (Matrix.trace
        ((1 - (2 : ℂ) • weighted f (proj (φ t) (S t) ψ) (proj (φ t) (S t) ψ)) *
          weighted f (proj φ' (S t) ψ + proj (φ t) S' ψ) (proj (φ t) (S t) ψ))).re) t := by
  have hn := occupation_isHermitian f (proj (φ t) (S t) ψ)
  have hP : (1 - (2 : ℂ) •
      weighted f (proj (φ t) (S t) ψ) (proj (φ t) (S t) ψ)).IsHermitian := by
    unfold Matrix.IsHermitian
    rw [Matrix.conjTranspose_sub, Matrix.conjTranspose_one, Matrix.conjTranspose_smul, hn.eq]
    simp
  refine (hubbardEnergy_hasDerivAt U
    (occupation_hasDerivAt f (proj_hasDerivAt hφ hS))).congr_deriv ?_
  rw [re_trace_add_adjoint hP]
  ring
```

## One orbital and one state

For a single orbital and a single state of weight 1, the matrices are numbers. With $a=\langle\varphi,S\psi\rangle$ we have $n=|a|^2$ and $D=a'\bar a$, so $E=U(n-n^2)/2$ has the derivative
$$E'=U(1-2n)\,\mathrm{Re}\Big(\bar a\,\big(\langle\varphi',S\psi\rangle+\langle\varphi,S'\psi\rangle\big)\Big).$$
Lean applies the matrix theorem with the one-element type `Unit` for both index sets. The auxiliary identity `key`, $z\bar z=|z|^2$, turns the matrix entry into the squared norm.

```lean
/-- One orbital and one fixed state, with `a = ⟨φ, S ψ⟩` and `n = |a|²`: the energy
`U (n - n²)/2` has derivative `U (1 - 2n) Re(conj(a) (⟨φ', S ψ⟩ + ⟨φ, S' ψ⟩))`. -/
theorem single_orbital_force (U : ℝ) {φ : ℝ → H} {φ' ψ : H} {S : ℝ → H →ₗ[ℂ] H}
    {S' : H →ₗ[ℂ] H} {t : ℝ} (hφ : HasDerivAt φ φ' t)
    (hS : HasDerivAt (fun s => S s ψ) (S' ψ) t) :
    HasDerivAt
      (fun s => U * (‖inner ℂ (φ s) (S s ψ)‖ ^ 2 - (‖inner ℂ (φ s) (S s ψ)‖ ^ 2) ^ 2) / 2)
      (U * (1 - 2 * ‖inner ℂ (φ t) (S t ψ)‖ ^ 2) *
        (conj (inner ℂ (φ t) (S t ψ)) *
          (inner ℂ φ' (S t ψ) + inner ℂ (φ t) (S' ψ))).re) t := by
  have key : ∀ z : ℂ, z * star z = ((‖z‖ ^ 2 : ℝ) : ℂ) := fun z => by
    rw [Complex.star_def, Complex.mul_conj, Complex.normSq_eq_norm_sq]
  have h := hubbard_force (ι := Unit) (κ := Unit) U (fun _ => 1) (φ := fun s _ => φ s)
    (φ' := fun _ => φ') (S := S) (S' := S') (ψ := fun _ => ψ) (fun _ => hφ) (fun _ => hS)
  convert h using 1
  · funext s
    simp only [hubbardEnergy, weighted, proj, Matrix.trace, Matrix.diag_apply,
      Matrix.sub_apply, Matrix.mul_apply, Matrix.of_apply, Finset.univ_unique,
      Finset.sum_singleton, Complex.ofReal_one, one_mul, key, Complex.sub_re,
      Complex.re_ofReal_mul, Complex.ofReal_re]
    ring
  · simp only [weighted, proj, Matrix.trace, Matrix.diag_apply, Matrix.sub_apply,
      Matrix.add_apply, Matrix.smul_apply, Matrix.one_apply_eq, smul_eq_mul,
      Matrix.mul_apply, Matrix.of_apply, Finset.univ_unique, Finset.sum_singleton,
      Complex.ofReal_one, one_mul, key]
    simp only [Complex.mul_re, Complex.mul_im, Complex.sub_re, Complex.sub_im,
      Complex.add_re, Complex.add_im, Complex.one_re, Complex.one_im, Complex.ofReal_re,
      Complex.ofReal_im, Complex.star_def, Complex.conj_re, Complex.conj_im,
      Complex.re_ofNat, Complex.im_ofNat]
    ring
```

## A nonzero energy derivative with a fixed orbital

A two-component example isolates the overlap term. The Pauli operator $\sigma_x$ exchanges the components of a vector.

```lean
/-- The Pauli operator `σ_x`, which exchanges the two components. -/
def sigmaX : EuclideanSpace ℂ (Fin 2) →ₗ[ℂ] EuclideanSpace ℂ (Fin 2) where
  toFun v := !₂[v 1, v 0]
  map_add' v w := by ext i; fin_cases i <;> simp
  map_smul' c v := by ext i; fin_cases i <;> simp
```

The overlap operator is $S(t)=1+t\sigma_x$, with $S'=\sigma_x$. It is Hermitian, and it is positive definite for $|t|<1$, which is enough for a derivative at $t=0$.

```lean
/-- The operator `1 + t σ_x`, which is positive definite, as an overlap operator must be, for
`|t| < 1`. -/
def overlapX (t : ℝ) : EuclideanSpace ℂ (Fin 2) →ₗ[ℂ] EuclideanSpace ℂ (Fin 2) :=
  LinearMap.id + (t : ℂ) • sigmaX
```

Take $\varphi=(1,0)$ and $\psi=(3/5,4/5)$, both independent of $t$. Then
$$a(t)=\frac35+\frac45\,t,\qquad n(0)=\frac9{25},\qquad a'(0)=\langle\varphi,\sigma_x\psi\rangle=\frac45,$$
and
$$E'(0)=U\left(1-\frac{18}{25}\right)\frac35\cdot\frac45=U\cdot\frac7{25}\cdot\frac{12}{25}=\frac{84\,U}{625}.$$
Since $\varphi'=0$, the whole value comes from $\langle\varphi,S'\psi\rangle$; a program that differentiated only the orbital would return zero here. The state is not renormalised as $S$ changes: $\langle\psi,S\psi\rangle=1+24t/25$ equals 1 only at $t=0$.

In the proof, `hS` supplies the derivative of $S\psi$, while `e1` and `e2` evaluate $a(0)=3/5$ and $a'(0)=4/5$. The one-orbital theorem and arithmetic then give the result.

```lean
/-- For the fixed orbital `(1, 0)`, the fixed state `(3/5, 4/5)` and the overlap
`S = 1 + t σ_x`, the Hubbard energy has derivative `84 U / 625` at `t = 0`. -/
theorem fixed_orbital_force (U : ℝ) :
    let φ : EuclideanSpace ℂ (Fin 2) := !₂[1, 0]
    let ψ : EuclideanSpace ℂ (Fin 2) := !₂[3 / 5, 4 / 5]
    let a : ℝ → ℂ := fun t => inner ℂ φ (overlapX t ψ)
    HasDerivAt (fun t => U * (‖a t‖ ^ 2 - (‖a t‖ ^ 2) ^ 2) / 2) (84 * U / 625) 0 := by
  intro φ ψ a
  have h0 : HasDerivAt (fun s : ℝ => (s : ℂ)) 1 0 := by
    simpa using (hasDerivAt_id (0 : ℝ)).ofReal_comp
  have hS : HasDerivAt (fun s : ℝ => overlapX s ψ) (sigmaX ψ) 0 :=
    ((h0.smul_const (sigmaX ψ)).const_add ψ).congr_deriv (one_smul _ _)
  -- the projection and its derivative at t = 0
  have e1 : inner ℂ φ (overlapX 0 ψ) = ((3 / 5 : ℝ) : ℂ) := by
    simp [φ, ψ, overlapX, PiLp.inner_apply, Fin.sum_univ_two]
  have e2 : inner ℂ φ (sigmaX ψ) = ((4 / 5 : ℝ) : ℂ) := by
    simp [φ, ψ, sigmaX, PiLp.inner_apply, Fin.sum_univ_two]
  refine (single_orbital_force (φ := fun _ => φ) (φ' := 0) (ψ := ψ) (S := overlapX)
    (S' := sigmaX) U (hasDerivAt_const (0 : ℝ) φ) hS).congr_deriv ?_
  change U * (1 - 2 * ‖inner ℂ φ (overlapX 0 ψ)‖ ^ 2) *
    (conj (inner ℂ φ (overlapX 0 ψ)) *
      (inner ℂ (0 : EuclideanSpace ℂ (Fin 2)) (overlapX 0 ψ) +
        inner ℂ φ (sigmaX ψ))).re = 84 * U / 625
  rw [e1, e2, inner_zero_left, zero_add, Complex.conj_ofReal, ← Complex.ofReal_mul,
    Complex.ofReal_re, Complex.norm_real, Real.norm_eq_abs, sq_abs]
  ring

end

end HubbardOverlapForce
```

```lean
#print axioms HubbardOverlapForce.hubbardEnergy_hasDerivAt
-- 'HubbardOverlapForce.hubbardEnergy_hasDerivAt' depends on axioms: [propext, Classical.choice, Quot.sound]
#print axioms HubbardOverlapForce.fixed_orbital_force
-- 'HubbardOverlapForce.fixed_orbital_force' depends on axioms: [propext, Classical.choice, Quot.sound]
```
